# A hydrogen-like orbital frozen at its reference charge gives the first alchemical derivative but not the second

To estimate how an electronic energy changes when one nucleus is replaced by another of nearby charge, one can keep the orbitals of the reference system and re-evaluate only the nuclear attraction. For the ground state of a nonrelativistic one-electron atom with a fixed point nucleus, this step is correct to first order in the change of charge, and the error it leaves, in hartree, is exactly half the square of that change. Derivatives of the energy with respect to the nuclear charge are called alchemical derivatives.

## The energy of an exponential orbital

Let r be the distance from the nucleus, Z the nuclear charge and u(r) the radial function of an s-orbital. Here u is the full radial function, not r times it, so the volume element supplies a factor r². In atomic units, with the common angular factor 4π left out, the kinetic energy T, the attraction integral V and the squared norm N are

T = ½ ∫₀^∞ r² u′² dr

V = ∫₀^∞ r u² dr

N = ∫₀^∞ r² u² dr

and the energy is

E = (T − Z V) / N.

Take u(r) = exp(−a r) with a > 0. Then u′ = −a exp(−a r), so that u² = exp(−2a r) and u′² = a² exp(−2a r). All three integrals follow from the moment formula

∫₀^∞ rⁿ exp(−b r) dr = n! / bⁿ⁺¹, for b > 0,

with b = 2a:

T = ½ a² · 2/(2a)³ = 1/(8a)

V = 1/(2a)² = 1/(4a²)

N = 2/(2a)³ = 1/(4a³).

The normalised kinetic energy is therefore T/N = a²/2, and the normalised expectation value of 1/r is V/N = a. Completing the square gives

E = a²/2 − Z a = −Z²/2 + (Z − a)²/2.

## The lowest energy of a radial function

Among exponentials with Z > 0, the lowest energy is −Z²/2, reached at a = Z. No other differentiable radial function with finite integrals does better. To see this, start from a square:

0 ≤ ∫₀^∞ r² (u′ + Z u)² dr = 2T + 2Z ∫₀^∞ r² u u′ dr + Z² N.

The middle integral is finite because |u u′| ≤ u² + u′². It is evaluated by integrating

(r² u²)′ = 2 r u² + 2 r² u u′

from 0 to ∞. The function r² u² vanishes at r = 0. At infinity it has a limit, because its derivative is integrable, and that limit is zero, because r² u² is itself integrable. Hence

∫₀^∞ r² u u′ dr = −V.

Inserting this and halving the inequality gives

T − Z V ≥ −(Z²/2) N.

## Two curves that touch at the reference charge

Let Q be a variable nuclear charge. Freezing the exponent at a gives a straight line, while letting the exponent follow Q > 0 gives a parabola:

E_frozen(Q) = a²/2 − a Q

E_relaxed(Q) = −Q²/2.

Their slopes are −a and −Q, which agree at Q = a. Their second derivatives there are 0 and −1, so the frozen line misses the whole second-order response. At any Q > 0 the gap is

E_frozen(Q) − E_relaxed(Q) = (Q − a)²/2.

The smallest whole step in charge shows the size of the gap. With the hydrogen orbital, a = 1, placed on the He⁺ nucleus, Q = 2, the frozen energy is −3/2 hartree and the relaxed energy is −2 hartree.

## The functionals and the orbital in Lean

The development uses Mathlib's integration theory on the real line.

```lean
import Mathlib

open MeasureTheory Set Filter Topology

namespace FrozenOrbitalAlchemy

noncomputable section
```

The kinetic functional takes a real function `u` on the whole line, but integrates only over `Ioi (0 : ℝ)`, the open interval (0, ∞). The derivative u′ is written `deriv u r`.

```lean
/-- Radial kinetic energy of an s-orbital, in atomic units and without normalisation. -/
def kinetic (u : ℝ → ℝ) : ℝ := 1 / 2 * ∫ r in Ioi (0 : ℝ), r ^ 2 * (deriv u r) ^ 2
```

The attraction integral carries neither the charge nor the minus sign. Both enter later, so the charge can vary while the orbital stays fixed.

```lean
/-- Radial expectation integral of `1/r`, without normalisation. -/
def attraction (u : ℝ → ℝ) : ℝ := ∫ r in Ioi (0 : ℝ), r * u r ^ 2
```

The squared norm has the same omitted angular factor as the other two functionals, and the factor cancels in the energy.

```lean
/-- Squared radial norm of an s-orbital. -/
def normSq (u : ℝ → ℝ) : ℝ := ∫ r in Ioi (0 : ℝ), r ^ 2 * u r ^ 2
```

The energy is the quotient E. It describes one nonrelativistic electron in the field of a fixed point nucleus.

```lean
/-- Energy per norm of the s-orbital `u` in the field of a nucleus of charge `Z`,
for orbitals with finite integrals and nonzero norm. -/
def energy (Z : ℝ) (u : ℝ → ℝ) : ℝ := (kinetic u - Z * attraction u) / normSq u
```

The exponential orbital is left unnormalised, since the quotient takes care of the norm.

```lean
/-- The exponential orbital `exp (-a r)`. -/
def orbital (a r : ℝ) : ℝ := Real.exp (-a * r)
```

## Moments and the closed form of the energy

The moment formula is stated for every natural number `n` and every b > 0. Its proof takes Mathlib's Gamma-function integral, which allows real exponents, at n + 1, and then turns the Gamma value into a factorial and the real powers into ordinary ones.

```lean
/-- Radial moments of an exponential density. -/
theorem exponential_moment (n : ℕ) {b : ℝ} (hb : 0 < b) :
    ∫ r in Ioi (0 : ℝ), r ^ n * Real.exp (-(b * r)) = (n.factorial : ℝ) / b ^ (n + 1) := by
  have h := Real.integral_rpow_mul_exp_neg_mul_Ioi (a := (n : ℝ) + 1) (r := b)
    (by positivity) hb
  have e : (1 / b) ^ ((n : ℝ) + 1) = 1 / b ^ (n + 1) := by
    rw [← Nat.cast_succ, Real.rpow_natCast, one_div_pow]
  rw [Real.Gamma_nat_eq_factorial, e] at h
  simp only [add_sub_cancel_right, Real.rpow_natCast] at h
  rw [h]
  ring
```

The next theorem gives T, V and N for the exponential orbital. In its proof, `hs` squares the exponential and `hd` computes u′. The moments with n = 2 and n = 1 are `h2` and `h1`. The first serves both the norm and the kinetic energy, where the constant a² is taken out of the integral.

```lean
/-- Kinetic energy, nuclear attraction and squared norm of the exponential orbital. -/
theorem orbital_integrals {a : ℝ} (ha : 0 < a) :
    kinetic (orbital a) = 1 / (8 * a) ∧ attraction (orbital a) = 1 / (4 * a ^ 2) ∧
      normSq (orbital a) = 1 / (4 * a ^ 3) := by
  have hs : ∀ r : ℝ, Real.exp (-a * r) ^ 2 = Real.exp (-(2 * a * r)) := by
    intro r
    rw [pow_two, ← Real.exp_add]
    congr 1
    ring
  have hd : ∀ r : ℝ, deriv (orbital a) r = -a * Real.exp (-a * r) := by
    intro r
    have h0 := ((hasDerivAt_id' r).const_mul (-a)).exp
    have h1 : HasDerivAt (orbital a) (-a * Real.exp (-a * r)) r := h0.congr_deriv (by ring)
    exact h1.deriv
  have h2 : ∫ r in Ioi (0 : ℝ), r ^ 2 * Real.exp (-(2 * a * r)) = 1 / (4 * a ^ 3) := by
    have f2 : ((Nat.factorial 2 : ℕ) : ℝ) = 2 := by norm_num [Nat.factorial]
    rw [exponential_moment 2 (by positivity : 0 < 2 * a), f2,
      div_eq_div_iff (by positivity) (by positivity)]
    ring
  have h1 : ∫ r in Ioi (0 : ℝ), r * Real.exp (-(2 * a * r)) = 1 / (4 * a ^ 2) := by
    have f1 : ((Nat.factorial 1 : ℕ) : ℝ) = 1 := by norm_num [Nat.factorial]
    have h := exponential_moment 1 (by positivity : 0 < 2 * a)
    simp only [pow_one] at h
    rw [h, f1, div_eq_div_iff (by positivity) (by positivity)]
    ring
  refine ⟨?_, ?_, ?_⟩
  · have e : (fun r : ℝ => r ^ 2 * (deriv (orbital a) r) ^ 2) =
        fun r => a ^ 2 * (r ^ 2 * Real.exp (-(2 * a * r))) := by
      funext r
      rw [hd, mul_pow, hs]
      ring
    unfold kinetic
    rw [e, integral_const_mul, h2]
    field_simp
    norm_num
  · unfold attraction orbital
    simp only [hs]
    exact h1
  · unfold normSq orbital
    simp only [hs]
    exact h2
```

The main formula follows by substituting the three values into the quotient. The hypothesis is a > 0 alone, and `Z` may be any real number. The call to `field_simp` clears the denominators, and `ring` checks the completed square.

```lean
/-- The orbital of exponent `a` at nuclear charge `Z` has energy `-Z²/2 + (Z - a)²/2`. -/
theorem frozen_energy (Z : ℝ) {a : ℝ} (ha : 0 < a) :
    energy Z (orbital a) = -Z ^ 2 / 2 + (Z - a) ^ 2 / 2 := by
  obtain ⟨hT, hV, hN⟩ := orbital_integrals ha
  unfold energy
  rw [hT, hV, hN]
  field_simp
  ring
```

## The lower bound for differentiable radial functions

The bound gives the word "relaxed" its meaning. It applies to every function `u` that is differentiable on the whole real line and for which the integrands of T, V and N are integrable. Integrability matters because Lean assigns the value zero to a divergent integral, so an infinite kinetic energy would otherwise count as none. The condition on V is stated only for convenience: it follows from the one on N, since u is bounded near 0 and r u² ≤ r² u² for r ≥ 1. The inequality is multiplied through by the norm and therefore also covers u = 0. It concerns s-type functions only; orbitals with angular dependence are not treated.

The proof follows the derivation above. First `hX` shows that the cross term r² u u′ is integrable, by bounding it with the sum of the kinetic and norm integrands. Then `hd` differentiates r² u², and `h0` says that the integral of this derivative is zero. The limit at infinity comes from a Mathlib lemma that uses the same argument: a function that is integrable together with its derivative tends to zero. The integration by parts is recorded in `hparts`. Finally `hpos` is the nonnegative integral of r²(u′ + Z u)², which is expanded into its three terms, and `linarith` halves the result.

```lean
/-- For every differentiable s-orbital with finite integrals, the unnormalised energy `kinetic u - Z
* attraction u` is at least `-Z²/2` times the squared norm. -/
theorem variational_bound (Z : ℝ) {u : ℝ → ℝ} (hu : Differentiable ℝ u)
    (hT : IntegrableOn (fun r => r ^ 2 * (deriv u r) ^ 2) (Ioi 0))
    (hV : IntegrableOn (fun r => r * u r ^ 2) (Ioi 0))
    (hN : IntegrableOn (fun r => r ^ 2 * u r ^ 2) (Ioi 0)) :
    -Z ^ 2 / 2 * normSq u ≤ kinetic u - Z * attraction u := by
  have hX : IntegrableOn (fun r => r ^ 2 * (u r * deriv u r)) (Ioi 0) := by
    refine Integrable.mono' (Integrable.add hT hN) ?_ ?_
    · exact ((measurable_id.pow_const 2).mul
        (hu.continuous.measurable.mul (measurable_deriv u))).aestronglyMeasurable
    · refine Eventually.of_forall fun r => ?_
      change |r ^ 2 * (u r * deriv u r)| ≤ r ^ 2 * (deriv u r) ^ 2 + r ^ 2 * u r ^ 2
      rw [abs_le]
      constructor <;> nlinarith [mul_nonneg (sq_nonneg r) (sq_nonneg (u r + deriv u r)),
        mul_nonneg (sq_nonneg r) (sq_nonneg (u r - deriv u r)),
        mul_nonneg (sq_nonneg r) (sq_nonneg (u r)),
        mul_nonneg (sq_nonneg r) (sq_nonneg (deriv u r))]
  -- integrate the derivative of r² u², whose boundary terms vanish
  have hd : ∀ r ∈ Ioi (0 : ℝ), HasDerivAt (fun r => r ^ 2 * u r ^ 2)
      (2 * (r * u r ^ 2) + 2 * (r ^ 2 * (u r * deriv u r))) r := by
    intro r _
    have g := (hasDerivAt_id' r).fun_mul (hu r).hasDerivAt
    have e : (fun r => r ^ 2 * u r ^ 2) = fun r => (r * u r) * (r * u r) := by
      funext r
      ring
    rw [e]
    exact (g.fun_mul g).congr_deriv (by ring)
  have hV2 : IntegrableOn (fun r => 2 * (r * u r ^ 2)) (Ioi 0) := Integrable.const_mul hV 2
  have hX2 : IntegrableOn (fun r => 2 * (r ^ 2 * (u r * deriv u r))) (Ioi 0) :=
    Integrable.const_mul hX 2
  have hI : IntegrableOn (fun r => 2 * (r * u r ^ 2) + 2 * (r ^ 2 * (u r * deriv u r)))
      (Ioi 0) := Integrable.add hV2 hX2
  have hc : Continuous (fun r => r ^ 2 * u r ^ 2) :=
    (continuous_id.pow 2).mul (hu.continuous.pow 2)
  have h0 : ∫ r in Ioi (0 : ℝ), (2 * (r * u r ^ 2) + 2 * (r ^ 2 * (u r * deriv u r))) = 0 :=
    (integral_Ioi_of_hasDerivAt_of_tendsto hc.continuousWithinAt hd hI
      (tendsto_zero_of_hasDerivAt_of_integrableOn_Ioi hd hI hN)).trans (by simp)
  rw [integral_add hV2 hX2, integral_const_mul, integral_const_mul] at h0
  have hparts : ∫ r in Ioi (0 : ℝ), r ^ 2 * (u r * deriv u r) =
      -∫ r in Ioi (0 : ℝ), r * u r ^ 2 := by linarith
  -- expand the nonnegative integral of r² (u' + Z u)²
  have hpos : 0 ≤ ∫ r in Ioi (0 : ℝ), r ^ 2 * (deriv u r + Z * u r) ^ 2 :=
    integral_nonneg fun r => mul_nonneg (sq_nonneg r) (sq_nonneg _)
  have e : (fun r => r ^ 2 * (deriv u r + Z * u r) ^ 2) = fun r =>
      (r ^ 2 * (deriv u r) ^ 2 + 2 * Z * (r ^ 2 * (u r * deriv u r))) +
        Z ^ 2 * (r ^ 2 * u r ^ 2) := by
    funext r
    ring
  have hB : IntegrableOn (fun r => 2 * Z * (r ^ 2 * (u r * deriv u r))) (Ioi 0) :=
    Integrable.const_mul hX (2 * Z)
  have hA : IntegrableOn (fun r => r ^ 2 * (deriv u r) ^ 2 +
      2 * Z * (r ^ 2 * (u r * deriv u r))) (Ioi 0) := Integrable.add hT hB
  have hC : IntegrableOn (fun r => Z ^ 2 * (r ^ 2 * u r ^ 2)) (Ioi 0) :=
    Integrable.const_mul hN (Z ^ 2)
  rw [e, integral_add hA hC, integral_add hT hB, integral_const_mul, integral_const_mul,
    hparts] at hpos
  unfold normSq kinetic attraction
  linarith
```

## The relaxation energy, the slopes and the curvatures

For positive `Z` and `a`, the frozen energy minus the relaxed energy is (Z − a)²/2. The proof applies the main formula twice, with exponents `a` and `Z`. By the lower bound, `orbital Z` has the lowest energy available to any function admitted there.

```lean
/-- The frozen orbital lies above the relaxed one by `(Z - a)²/2`. -/
theorem relaxation_energy {Z a : ℝ} (hZ : 0 < Z) (ha : 0 < a) :
    energy Z (orbital a) - energy Z (orbital Z) = (Z - a) ^ 2 / 2 := by
  rw [frozen_energy Z ha, frozen_energy Z hZ]
  ring
```

A statement `HasDerivAt f c x` says that f is differentiable at x with derivative c. For the frozen curve the variable charge is `Q`, the exponent a > 0 is constant, and the slope is −a at every real charge `Z`. This is minus the normalised expectation value of 1/r in the frozen orbital. At Z = a, where that orbital is the ground state, the Hellmann–Feynman theorem gives the same value for the slope of the relaxed energy. Here the frozen slope is read off from the explicit straight line, without a general theorem about eigenstates.

```lean
/-- With the orbital frozen at exponent `a`, the energy has slope `-a` at every charge. -/
theorem frozen_slope {a : ℝ} (ha : 0 < a) (Z : ℝ) :
    HasDerivAt (fun Q => energy Q (orbital a)) (-a) Z := by
  have e : (fun Q => energy Q (orbital a)) = fun Q => a ^ 2 / 2 - a * Q := by
    funext Q
    rw [frozen_energy Q ha]
    ring
  rw [e]
  exact (((hasDerivAt_id' Z).const_mul a).const_sub (a ^ 2 / 2)).congr_deriv (by ring)
```

For the relaxed curve, `Q` appears both as the charge and as the exponent. The energy formula is available only for Q > 0, so the function is compared with −Q²/2 near `Z` and not on the whole line. This is enough for a derivative at `Z`, and `filter_upwards` supplies the positive neighbourhood. Setting Z = a in this theorem and in the preceding one gives the common slope −a.

```lean
/-- With the exponent following the nuclear charge, the energy has slope `-Z` at `Z > 0`. -/
theorem relaxed_slope {Z : ℝ} (hZ : 0 < Z) :
    HasDerivAt (fun Q => energy Q (orbital Q)) (-Z) Z := by
  have h : HasDerivAt (fun Q : ℝ => -1 / 2 * (Q * Q)) (-Z) Z :=
    (((hasDerivAt_id' Z).fun_mul (hasDerivAt_id' Z)).const_mul (-1 / 2)).congr_deriv (by ring)
  refine h.congr_of_eventuallyEq ?_
  filter_upwards [Ioi_mem_nhds hZ] with Q hQ
  rw [frozen_energy Q hQ]
  ring
```

The last theorem differentiates the two slope functions at the reference charge a > 0. The frozen slope is constant, so its derivative is 0. The relaxed slope equals −Q for all `Q` near `a`, so its derivative is −1. The quadratic term missing from the frozen estimate is thus the full second-order response of this one-electron atom. With several electrons, their mutual repulsion also enters the response, and the simple value −1 should not be carried over.

```lean
/-- At the reference charge `a` the second alchemical derivative is `0` for the frozen
orbital and `-1` for the relaxed one. -/
theorem second_derivatives {a : ℝ} (ha : 0 < a) :
    HasDerivAt (deriv fun Q => energy Q (orbital a)) 0 a ∧
      HasDerivAt (deriv fun Q => energy Q (orbital Q)) (-1) a := by
  constructor
  · have e : (deriv fun Q => energy Q (orbital a)) = fun _ => -a :=
      funext fun Q => (frozen_slope ha Q).deriv
    rw [e]
    exact hasDerivAt_const a (-a)
  · refine (hasDerivAt_id' a).fun_neg.congr_of_eventuallyEq ?_
    filter_upwards [Ioi_mem_nhds ha] with Q hQ
    exact (relaxed_slope hQ).deriv

end

end FrozenOrbitalAlchemy
```

```lean
#print axioms FrozenOrbitalAlchemy.variational_bound
-- 'FrozenOrbitalAlchemy.variational_bound' depends on axioms: [propext, Classical.choice, Quot.sound]
#print axioms FrozenOrbitalAlchemy.relaxation_energy
-- 'FrozenOrbitalAlchemy.relaxation_energy' depends on axioms: [propext, Classical.choice, Quot.sound]
#print axioms FrozenOrbitalAlchemy.second_derivatives
-- 'FrozenOrbitalAlchemy.second_derivatives' depends on axioms: [propext, Classical.choice, Quot.sound]
```
